# The signed sum over permutations that keep each electron in its own molecule is the product of the two molecules' signed sums

Two molecules have finite sets of electrons, labelled by `α` and `β`, and an intramolecular permutation is one that moves no electron from one molecule to the other. The lemma `signedSum_intramolecular` says that the sum of all such permutations, each with its sign, equals the signed sum over permutations of the first molecule's electrons times the signed sum over those of the second. The equation holds in the integer group algebra of the permutations of `α ⊕ β`, and the sums are unnormalised, with no factorial prefactors. The proof expands the product with `signedSum_mul` and compares the coefficients of each permutation `g`, showing that `g` factorises in exactly one way if it is intramolecular and in no way otherwise.

As first written in Lean, the proof fails:

```lean
import Mathlib

open Equiv

namespace IntermolecularAntisymmetriser

noncomputable section

variable {α β X : Type*} [Fintype α] [DecidableEq α] [Fintype β] [DecidableEq β]

open Classical in
/-- The signed sum of a set `S` of electron permutations, in the integer group algebra. -/
def signedSum (S : Set (Perm α)) : MonoidAlgebra ℤ (Perm α) :=
  ∑ g : Perm α, MonoidAlgebra.single g (if g ∈ S then ((Perm.sign g : ℤˣ) : ℤ) else 0)

open Classical in
/-- In a product of two signed sums each permutation `g` carries its sign times the number of
ways to write it as an element of `T` times an element of `K`. -/
theorem signedSum_mul (T K : Set (Perm α)) :
    signedSum T * signedSum K = ∑ g : Perm α, MonoidAlgebra.single g
      (((Perm.sign g : ℤˣ) : ℤ) *
        ((Finset.univ.filter fun t : Perm α => t ∈ T ∧ t⁻¹ * g ∈ K).card : ℤ)) := by
  have conv : ∀ c d : Perm α → ℤ,
      (∑ t, MonoidAlgebra.single t (c t)) * (∑ k, MonoidAlgebra.single k (d k))
        = ∑ g, MonoidAlgebra.single g (∑ t, c t * d (t⁻¹ * g)) := by
    intro c d
    have hs : ∀ (g : Perm α) (f : Perm α → ℤ),
        MonoidAlgebra.single g (∑ t, f t) = ∑ t, MonoidAlgebra.single g (f t) := by
      intro g f
      let φ : ℤ →+ MonoidAlgebra ℤ (Perm α) :=
        AddMonoidHom.mk' (fun r => MonoidAlgebra.single g r)
          (fun a b => by simp only [MonoidAlgebra.single_add])
      exact map_sum φ f Finset.univ
    simp only [hs]
    rw [Finset.sum_mul_sum, Finset.sum_comm (s := Finset.univ (α := Perm α)) (t := Finset.univ)
      (f := fun g t => MonoidAlgebra.single g (c t * d (t⁻¹ * g)))]
    refine Finset.sum_congr rfl fun t _ => ?_
    -- for fixed `t`, substitute `g = t k`
    refine Eq.trans ?_ (Equiv.sum_comp (Equiv.mulLeft t) _)
    refine Finset.sum_congr rfl fun k _ => ?_
    simp only [MonoidAlgebra.single_mul_single, Equiv.coe_mulLeft, inv_mul_cancel_left]
  unfold signedSum
  rw [conv]
  refine Finset.sum_congr rfl fun g _ => ?_
  congr 1
  rw [Finset.card_filter, Nat.cast_sum, Finset.mul_sum]
  refine Finset.sum_congr rfl fun t _ => ?_
  have hsign : ((Perm.sign t : ℤˣ) : ℤ) * ((Perm.sign (t⁻¹ * g) : ℤˣ) : ℤ)
      = ((Perm.sign g : ℤˣ) : ℤ) := by
    rw [← Units.val_mul, ← map_mul, mul_inv_cancel_left]
  by_cases h1 : t ∈ T
  · by_cases h2 : t⁻¹ * g ∈ K
    · rw [if_pos h1, if_pos h2, if_pos ⟨h1, h2⟩, hsign, Nat.cast_one, mul_one]
    · have h3 : ¬(t ∈ T ∧ t⁻¹ * g ∈ K) := fun h => h2 h.2
      rw [if_neg h2, if_neg h3, Nat.cast_zero, mul_zero, mul_zero]
  · have h3 : ¬(t ∈ T ∧ t⁻¹ * g ∈ K) := fun h => h1 h.1
    rw [if_neg h1, if_neg h3, Nat.cast_zero, mul_zero, zero_mul]

/-- The permutations that keep every electron in its own molecule. -/
def intramolecular (α β : Type*) : Subgroup (Perm (α ⊕ β)) := (Perm.sumCongrHom α β).range

/-- The permutations of the electrons of the first molecule alone. -/
def onFirst (α β : Type*) : Set (Perm (α ⊕ β)) :=
  Set.range fun σ : Perm α => Perm.sumCongrHom α β (σ, 1)

/-- The permutations of the electrons of the second molecule alone. -/
def onSecond (α β : Type*) : Set (Perm (α ⊕ β)) :=
  Set.range fun τ : Perm β => Perm.sumCongrHom α β (1, τ)

/-- The intramolecular signed sum is the product of the signed sums of the two molecules. -/
theorem signedSum_intramolecular :
    signedSum (intramolecular α β : Set (Perm (α ⊕ β)))
      = signedSum (onFirst α β) * signedSum (onSecond α β) := by
  classical
  rw [signedSum_mul]
  unfold signedSum
  refine Finset.sum_congr rfl fun g _ => ?_
  congr 1
  by_cases hg : g ∈ (intramolecular α β : Set (Perm (α ⊕ β)))
  · rw [if_pos hg]
    obtain ⟨⟨σ, τ⟩, rfl⟩ := hg
    rw [Finset.card_eq_one.mpr ⟨Perm.sumCongrHom α β (σ, 1), ?_⟩, Nat.cast_one, mul_one]
    rw [Finset.eq_singleton_iff_unique_mem]
    constructor
    · refine Finset.mem_filter.mpr ⟨Finset.mem_univ _, ⟨σ, rfl⟩, ⟨τ, ?_⟩⟩
      simp only [← map_inv, ← map_mul, Prod.inv_mk, Prod.mk_mul_mk, inv_mul_cancel, inv_one,
        one_mul]
    · intro s hs
      obtain ⟨-, ⟨σ', rfl⟩, ⟨τ', h⟩⟩ := Finset.mem_filter.mp hs
      simp only [← map_inv, ← map_mul] at h
      have h1 := congrArg Prod.fst (Perm.sumCongrHom_injective h)
      have h2 : σ' = σ := inv_mul_eq_one.mp h1.symm
      rw [h2]
  · rw [if_neg hg, Finset.card_eq_zero.mpr, Nat.cast_zero, mul_zero]
    refine Finset.filter_eq_empty_iff.mpr fun t _ ht => hg ?_
    obtain ⟨⟨σ, rfl⟩, ⟨τ, h⟩⟩ := ht
    exact ⟨(σ, 1) * (1, τ), by rw [map_mul, h, mul_inv_cancel_left]⟩

end

end IntermolecularAntisymmetriser
```

The error:

```
Main.lean:97:44: error: Tactic `rewrite` failed: Did not find an occurrence of the pattern
  (fun τ => (Perm.sumCongrHom α β) (1, τ)) τ
in the target expression
  (Perm.sumCongrHom α β) (σ, 1) * (Perm.sumCongrHom α β) (1, τ) = g

α : Type u_1
β : Type u_2
inst✝³ : Fintype α
inst✝² : DecidableEq α
inst✝¹ : Fintype β
inst✝ : DecidableEq β
g : Perm (α ⊕ β)
x✝¹ : g ∈ Finset.univ
hg : g ∉ ↑(intramolecular α β)
σ : Perm α
x✝ : (fun σ => (Perm.sumCongrHom α β) (σ, 1)) σ ∈ Finset.univ
τ : Perm β
h : (fun τ => (Perm.sumCongrHom α β) (1, τ)) τ = ((fun σ => (Perm.sumCongrHom α β) (σ, 1)) σ)⁻¹ * g
⊢ (Perm.sumCongrHom α β) (σ, 1) * (Perm.sumCongrHom α β) (1, τ) = g
```

Lean accepts the file once it reads:

```diff
@@ -95,5 +95,6 @@
     refine Finset.filter_eq_empty_iff.mpr fun t _ ht => hg ?_
     obtain ⟨⟨σ, rfl⟩, ⟨τ, h⟩⟩ := ht
-    exact ⟨(σ, 1) * (1, τ), by rw [map_mul, h, mul_inv_cancel_left]⟩
+    have h' : Perm.sumCongrHom α β (1, τ) = (Perm.sumCongrHom α β (σ, 1))⁻¹ * g := h
+    exact ⟨(σ, 1) * (1, τ), by rw [map_mul, h', mul_inv_cancel_left]⟩
 
 end
```

Diagnosis. The error is in the second case, where `g` is not intramolecular. The proof supposes that `g` factorises all the same, and has to show that the product of the two factors is `g`, which would make `g` intramolecular, a contradiction.

The hypothesis `h` was obtained by unpacking membership of a `Set.range`, and its left side is a function applied to its argument but not yet evaluated, `(fun τ => (Perm.sumCongrHom α β) (1, τ)) τ`. The goal contains the evaluated form, `(Perm.sumCongrHom α β) (1, τ)`. The two are equal by definition, but `rw` searches for the pattern as it's written in `h` and doesn't find it.

The repair restates `h` as `h'` with the functions on both sides evaluated. Lean accepts `h` as a proof of `h'` because the two statements are definitionally equal. Rewriting with `h'` then finds its pattern and leaves a product of the form `a * (a⁻¹ * g)`, which `mul_inv_cancel_left` reduces to `g`.
